# Extrapolating a sign-alternating history with alternating binomial weights gives −(2^k − 1) times the true value

A vector at time step n is predicted from the k steps before it, the value j steps back being weighted by (−1)^(j+1) times the binomial coefficient "k choose j". The theorem says that if the history is a fixed vector e whose sign flips at every step, the prediction is −(2^k − 1) times the true value (−1)^n e. It holds for every natural number k, every integer n and every e in a real normed space; e need not be normalised, and no equation of motion is assumed. The attempt writes 2^k − 1 as the sum of the binomial coefficients for j from 1 to k, then compares the two sides term by term, splitting (−1)^(n−j) into (−1)^n (−1)^j.

The first attempt, which Lean rejects:

```lean
import Mathlib

open Finset

namespace PredictAlternating

noncomputable section

variable {V : Type*} [NormedAddCommGroup V] [NormedSpace ℝ V]

/-- The vector predicted for time step `n` from the `k` preceding ones, with alternating
binomial weights. -/
def predict (k : ℕ) (x : ℤ → V) (n : ℤ) : V :=
  ∑ j ∈ Icc 1 k, ((-1 : ℝ) ^ (j + 1) * (k.choose j : ℝ)) • x (n - (j : ℤ))

/-- A sum over `0, ..., k` is its zeroth term plus the sum over `1, ..., k`. -/
lemma sum_split {M : Type*} [AddCommMonoid M] (k : ℕ) (f : ℕ → M) :
    ∑ j ∈ range (k + 1), f j = f 0 + ∑ j ∈ Icc 1 k, f j := by
  have h : Icc 1 k = Ico 1 (k + 1) := by
    ext j
    simp only [Finset.mem_Icc, Finset.mem_Ico]
    omega
  rw [h, Finset.range_eq_Ico]
  exact Finset.sum_eq_sum_Ico_succ_bot (Nat.succ_pos k) f

/-- The absolute values of the prediction weights add up to `2 ^ k - 1`. -/
lemma sum_choose (k : ℕ) : ∑ j ∈ Icc 1 k, (k.choose j : ℝ) = 2 ^ k - 1 := by
  have h := sum_split k (fun j => (k.choose j : ℝ))
  have h2 : ∑ j ∈ range (k + 1), (k.choose j : ℝ) = 2 ^ k := by
    exact_mod_cast Nat.sum_range_choose k
  simp only [Nat.choose_zero_right, Nat.cast_one] at h
  linarith

/-- For the alternating history `(-1) ^ m • e`, the prediction at time `n` is `-(2 ^ k - 1)` times
the true value. -/
theorem predict_alternating (k : ℕ) (e : V) (n : ℤ) :
    predict k (fun m : ℤ => (-1 : ℝ) ^ m • e) n =
      -(((2 : ℝ) ^ k - 1) • ((-1 : ℝ) ^ n • e)) := by
  unfold predict
  rw [← sum_choose k, Finset.sum_smul, ← Finset.sum_neg_distrib]
  refine Finset.sum_congr rfl fun j _ => ?_
  have hz : (-1 : ℝ) ^ (n - (j : ℤ)) = (-1 : ℝ) ^ n * (-1 : ℝ) ^ j := by
    rw [zpow_sub₀ (by norm_num), zpow_natCast, div_eq_mul_inv, ← inv_pow]
    norm_num
  have hs : (-1 : ℝ) ^ j * (-1 : ℝ) ^ j = 1 := by
    rw [← mul_pow]
    norm_num
  rw [hz]
  simp only [smul_smul, ← neg_smul]
  congr 1
  linear_combination (-(k.choose j : ℝ) * (-1 : ℝ) ^ n) * hs

end

end PredictAlternating
```

Compiling this gives:

```
Main.lean:48:6: error: Tactic `rewrite` failed: Did not find an occurrence of the pattern
  (-1) ^ (n - ↑j)
in the target expression
  ((-1) ^ (j + 1) * ↑(k.choose j)) • (fun m => (-1) ^ m • e) (n - ↑j) = -(↑(k.choose j) • (-1) ^ n • e)

V : Type u_1
inst✝¹ : NormedAddCommGroup V
inst✝ : NormedSpace ℝ V
k : ℕ
e : V
n : ℤ
j : ℕ
x✝ : j ∈ Icc 1 k
hz : (-1) ^ (n - ↑j) = (-1) ^ n * (-1) ^ j
hs : (-1) ^ j * (-1) ^ j = 1
⊢ ((-1) ^ (j + 1) * ↑(k.choose j)) • (fun m => (-1) ^ m • e) (n - ↑j) = -(↑(k.choose j) • (-1) ^ n • e)
```

The repair, with which the file compiles:

```diff
@@ -46,4 +46,5 @@
     rw [← mul_pow]
     norm_num
+  beta_reduce
   rw [hz]
   simp only [smul_smul, ← neg_smul]
```

The one error says that `rw [hz]` cannot find `(-1) ^ (n - ↑j)` in the goal. The equation `hz` is proved and is the right one, but the power it should replace is not yet written out. The goal still has the history as a function applied to an argument, `(fun m => (-1) ^ m • e) (n - ↑j)`. Inside the function the exponent is the bound variable `m`, while `n - ↑j` stands outside as the argument. The two forms are equal by definition, but `rw` looks for the pattern in the expression as it stands and does not first carry out this substitution.

The added line `beta_reduce` does carry it out, turning the application into `(-1) ^ (n - ↑j) • e`. The left side of `hz` now appears in the goal, so the rewrite succeeds, and the rest of the proof goes through unchanged.
